# Temperley–Lieb relations for the bond operators of the open spin-1/2 Heisenberg chain

## Two spins and their exchange

Take two spins-1/2, in units where $\hbar=1$, and write $u$ and $d$ for up and down. The scalar product of the spins is
$$\mathbf S_1\cdot\mathbf S_2=\tfrac14(\sigma^x\sigma^x+\sigma^y\sigma^y+\sigma^z\sigma^z),$$
where the first Pauli matrix in each product acts on spin 1 and the second on spin 2. Since $\sigma^y|u\rangle=i|d\rangle$ and $\sigma^y|d\rangle=-i|u\rangle$, the $x$ and $y$ terms cancel on parallel spins and add on antiparallel ones:
$$\mathbf S_1\cdot\mathbf S_2|uu\rangle=\tfrac14|uu\rangle,\qquad
\mathbf S_1\cdot\mathbf S_2|ud\rangle=\tfrac12|du\rangle-\tfrac14|ud\rangle,$$
and likewise with $u$ and $d$ interchanged. Let $P$ be the operator that exchanges the two spins. All four cases are then contained in Dirac's identity
$$\mathbf S_1\cdot\mathbf S_2=\tfrac12P-\tfrac14.$$

The operator $e=\tfrac12-2\,\mathbf S_1\cdot\mathbf S_2$ is therefore $1-P$. It gives zero on the triplet and multiplies the singlet $(|ud\rangle-|du\rangle)/\sqrt2$ by 2, so it is twice the singlet projector. Because $P^2=1$,
$$e^2=1-2P+P^2=2(1-P)=2e.$$

## The relations on a chain

An open chain with $n$ bonds has $n+1$ spins. Number the sites $0,\dots,n$ and the bonds $a=0,\dots,n-1$, with bond $a$ joining sites $a$ and $a+1$. The bond operators $e_a=\tfrac12-2\,\mathbf S_a\cdot\mathbf S_{a+1}$ satisfy
$$e_a^2=2e_a,$$
$$e_ae_be_a=e_a\quad\text{if }|a-b|=1,$$
$$e_ae_b=e_be_a\quad\text{if }|a-b|>1.$$
These are the Temperley–Lieb relations with loop value 2, the loop value being the coefficient in the first line. That the operators obey them is the claim here; whether they obey further, independent relations is a separate question.

For a real coupling $J$, solving the definition for $\mathbf S_a\cdot\mathbf S_{a+1}=\tfrac14-\tfrac12e_a$ and summing over the bonds gives
$$H=J\sum_{a=0}^{n-1}\mathbf S_a\cdot\mathbf S_{a+1}=\frac{Jn}{4}-\frac J2\sum_{a=0}^{n-1}e_a.$$
For the finite, open, isotropic spin-1/2 chain with uniform nearest-neighbour coupling, the Hamiltonian is thus a constant plus a multiple of the sum of the Temperley–Lieb operators.

## Three spins with only two values

For distinct sites $a,b,c$, write $P$ for the exchange of $a$ and $b$, and $Q$ for the exchange of $b$ and $c$. Then $e_{ab}=1-P$ and $e_{bc}=1-Q$. Expanding with $P^2=1$ gives
$$e_{ab}e_{bc}e_{ab}-e_{ab}=1-P-Q-PQP+PQ+QP.$$
The right side contains all six permutations of three spins, with a minus sign on each exchange; $PQP$ exchanges $a$ and $c$. Applied to a state with amplitudes $\psi(x,y,z)$, where $x,y,z$ are the spin values at $a,b,c$ and the other sites are held fixed, it gives
$$\psi(x,y,z)-\psi(y,x,z)-\psi(x,z,y)-\psi(z,y,x)+\psi(y,z,x)+\psi(z,x,y).$$

Each spin value is up or down, so at least two of the three coincide.

- If $x=y$, the first term cancels the second, the third cancels the fifth, and the fourth cancels the sixth.
- If $y=z$, the first cancels the third, the second cancels the sixth, and the fourth cancels the fifth.
- If $x=z$, the first cancels the fourth, the second cancels the fifth, and the third cancels the sixth.

The sum is zero in every case, which proves $e_{ab}e_{bc}e_{ab}=e_{ab}$. In physical terms, three spins-1/2 have no totally antisymmetric spin state.

Two bonds with no common site have exchanges $P$ and $P'$ that commute, so $(1-P)(1-P')=(1-P')(1-P)$. On the chain, bonds with $|a-b|=1$ share exactly one site and bonds with $|a-b|>1$ share none. The general relations therefore give those of the chain.

## States, operators and bond numbers in Lean

A `State ι` assigns a complex amplitude to each configuration `ι → Fin 2`, with `0` for up and `1` for down. No normalisation is imposed, since the relations are identities between linear operators. `Module.End ℂ (State ι)` is the type of these operators, and their product is composition.

`siteOp a M` lets a 2×2 matrix act on site `a` alone. From it and the matrices `spinX`, `spinY` and `spinZ`, `spinDot a b` forms $\mathbf S_a\cdot\mathbf S_b$, and `bond a b` is $\tfrac12-2\,\mathbf S_a\cdot\mathbf S_b$. The spin algebra is computed from these matrices and not assumed. The lemmas on `spinDot` and `bond` assume that the two sites of a bond are distinct. For equal sites $\mathbf S_a\cdot\mathbf S_a=\tfrac34$, and the bond operator would be $-1$, whose square is not twice itself.

On the chain, a bond is an element `a : Fin n` and a site is an element of `Fin (n + 1)`. The left end `a.castSucc` has the same number as the bond, and the right end `a.succ` has the next number. The theorem `temperley_lieb` states the three relations for every `n`, and `heisenberg_eq` states the formula for $H$. With `n = 0` there is one spin and no bond, and $H=0$. Periodic chains, anisotropic couplings and higher spins are not covered.

The distance between bonds needs care. Subtraction inside `Fin n` is cyclic, so there $0-(n-1)$ equals 1, and the first and last bonds would count as neighbours. On an open chain with $n\ge3$ these bonds share no site, and $e_0e_{n-1}e_0=2e_0e_{n-1}$, which is not $e_0$. The theorem avoids this by converting the bond numbers to integers before subtracting.

## The Lean file

```lean
import Mathlib

open Function

namespace HeisenbergTemperleyLieb

noncomputable section

/-- A state of spins-1/2 on the sites `ι`: an amplitude for every configuration,
where `0` is spin up and `1` is spin down. -/
abbrev State (ι : Type*) := (ι → Fin 2) → ℂ

/-- The x component of a single spin-1/2, in units of ħ. -/
def spinX : Matrix (Fin 2) (Fin 2) ℂ := !![0, 1/2; 1/2, 0]

/-- The y component of a single spin-1/2, in units of ħ. -/
def spinY : Matrix (Fin 2) (Fin 2) ℂ := !![0, -Complex.I/2; Complex.I/2, 0]

/-- The z component of a single spin-1/2, in units of ħ. -/
def spinZ : Matrix (Fin 2) (Fin 2) ℂ := !![1/2, 0; 0, -1/2]

variable {ι : Type*} [DecidableEq ι]

/-- The operator that acts with the one-spin matrix `M` on site `a` and leaves
all other sites alone. -/
def siteOp (a : ι) (M : Matrix (Fin 2) (Fin 2) ℂ) : Module.End ℂ (State ι) where
  toFun ψ s := ∑ t, M (s a) t * ψ (update s a t)
  map_add' ψ φ := by
    funext s
    simp [mul_add, Finset.sum_add_distrib]
  map_smul' c ψ := by
    funext s
    simp only [Pi.smul_apply, smul_eq_mul, RingHom.id_apply, Finset.mul_sum]
    exact Finset.sum_congr rfl fun t _ => by ring

/-- The scalar product `S_a · S_b` of the spins at two sites. -/
def spinDot (a b : ι) : Module.End ℂ (State ι) :=
  siteOp a spinX * siteOp b spinX + siteOp a spinY * siteOp b spinY
    + siteOp a spinZ * siteOp b spinZ

/-- The bond operator `1/2 - 2 S_a · S_b`. -/
def bond (a b : ι) : Module.End ℂ (State ι) :=
  (1/2 : ℂ) • 1 - (2 : ℂ) • spinDot a b

/-- For two spins with amplitudes `F`, the scalar product of the spins is half the
exchange of the two spins minus one quarter. -/
theorem two_spin_exchange (F : Fin 2 → Fin 2 → ℂ) (x y : Fin 2) :
    (∑ t, spinX x t * ∑ u, spinX y u * F t u) + (∑ t, spinY x t * ∑ u, spinY y u * F t u)
      + (∑ t, spinZ x t * ∑ u, spinZ y u * F t u) = 1/2 * F y x - 1/4 * F x y := by
  fin_cases x <;> fin_cases y <;>
    simp [spinX, spinY, spinZ, Fin.sum_univ_two] <;> ring_nf <;>
    simp only [Complex.I_sq] <;> ring

/-- Dirac's exchange identity: on two distinct sites of any system of spins-1/2, `S_a · S_b` is half
the exchange of the two spins minus one quarter. -/
theorem spinDot_apply {a b : ι} (h : a ≠ b) (ψ : State ι) (s : ι → Fin 2) :
    spinDot a b ψ s = 1/2 * ψ (s ∘ Equiv.swap a b) - 1/4 * ψ s := by
  have h1 : update (update s a (s a)) b (s b) = s := by simp
  have h2 : update (update s a (s b)) b (s a) = s ∘ Equiv.swap a b := by
    funext i
    by_cases hb : i = b
    · subst hb; simp
    · by_cases ha : i = a
      · subst ha; simp [hb]
      · simp [ha, hb, Equiv.swap_apply_of_ne_of_ne]
  have key := two_spin_exchange (fun t u => ψ (update (update s a t) b u)) (s a) (s b)
  simp only [h1, h2] at key
  simpa only [spinDot, siteOp, LinearMap.add_apply, Pi.add_apply, Module.End.mul_apply,
    LinearMap.coe_mk, AddHom.coe_mk, update_of_ne h.symm] using key

/-- For two distinct sites, the bond operator subtracts from a state the same state with the two
spins exchanged. -/
theorem bond_apply {a b : ι} (h : a ≠ b) (ψ : State ι) (s : ι → Fin 2) :
    bond a b ψ s = ψ s - ψ (s ∘ Equiv.swap a b) := by
  simp only [bond, LinearMap.sub_apply, LinearMap.smul_apply, Module.End.one_apply,
    Pi.sub_apply, Pi.smul_apply, smul_eq_mul, spinDot_apply h]
  ring

/-- The bond operator does not depend on the order of its two sites. -/
theorem bond_symm {a b : ι} (h : a ≠ b) : bond a b = bond b a := by
  refine LinearMap.ext fun ψ => funext fun s => ?_
  rw [bond_apply h, bond_apply h.symm, Equiv.swap_comm]

/-- For two distinct sites, the square of the bond operator is twice that operator. -/
theorem bond_sq {a b : ι} (h : a ≠ b) : bond a b * bond a b = (2 : ℂ) • bond a b := by
  refine LinearMap.ext fun ψ => funext fun s => ?_
  have hs : (s ∘ Equiv.swap a b) ∘ Equiv.swap a b = s := by funext i; simp
  simp only [Module.End.mul_apply, bond_apply h, LinearMap.smul_apply, Pi.smul_apply,
    smul_eq_mul, hs]
  ring

/-- Exchanging two equal spins leaves a configuration unchanged. -/
theorem comp_swap_eq {s : ι → Fin 2} {a b : ι} (h : s a = s b) :
    s ∘ Equiv.swap a b = s := by
  funext i
  by_cases ha : i = a
  · subst ha; simp [h]
  · by_cases hb : i = b
    · subst hb; simp [h]
    · simp [Equiv.swap_apply_of_ne_of_ne ha hb]

/-- For three distinct sites, the bond operators of two bonds sharing the site `b`
satisfy `e_ab e_bc e_ab = e_ab`. -/
theorem bond_mul_bond_mul_bond {a b c : ι} (hab : a ≠ b) (hbc : b ≠ c) (hac : a ≠ c) :
    bond a b * bond b c * bond a b = bond a b := by
  refine LinearMap.ext fun ψ => funext fun s => ?_
  have ta : Equiv.swap b c a = a := Equiv.swap_apply_of_ne_of_ne hab hac
  have tc : Equiv.swap a b c = c := Equiv.swap_apply_of_ne_of_ne hac.symm hbc.symm
  have hs : (s ∘ Equiv.swap a b) ∘ Equiv.swap a b = s := by funext i; simp
  simp only [Module.End.mul_apply, bond_apply hab, bond_apply hbc]
  -- three spins with two possible values: two of them agree
  have pigeon : ∀ x y z : Fin 2, x = y ∨ y = z ∨ x = z := by decide
  rcases pigeon (s a) (s b) (s c) with h | h | h
  · simp only [comp_swap_eq h]
    ring
  · have h2 : ((s ∘ Equiv.swap a b) ∘ Equiv.swap b c) ∘ Equiv.swap a b
        = (s ∘ Equiv.swap a b) ∘ Equiv.swap b c :=
      comp_swap_eq (by simp [ta, tc, h])
    simp only [h2, hs, comp_swap_eq h]
    ring
  · have h1 : (s ∘ Equiv.swap a b) ∘ Equiv.swap b c = s ∘ Equiv.swap a b :=
      comp_swap_eq (by simp [tc, h])
    have h2 : (s ∘ Equiv.swap b c) ∘ Equiv.swap a b = s ∘ Equiv.swap b c :=
      comp_swap_eq (by simp [ta, h])
    simp only [h1, h2, hs]
    ring

/-- Bond operators of two bonds without a common site commute. -/
theorem bond_commute {a b c d : ι} (hab : a ≠ b) (hcd : c ≠ d) (hac : a ≠ c)
    (had : a ≠ d) (hbc : b ≠ c) (hbd : b ≠ d) :
    bond a b * bond c d = bond c d * bond a b := by
  refine LinearMap.ext fun ψ => funext fun s => ?_
  have hp : Equiv.swap a b * Equiv.swap c d = Equiv.swap c d * Equiv.swap a b := by
    rw [Equiv.mul_swap_eq_swap_mul, Equiv.swap_apply_of_ne_of_ne hac.symm hbc.symm,
      Equiv.swap_apply_of_ne_of_ne had.symm hbd.symm]
  have hs : (s ∘ Equiv.swap a b) ∘ Equiv.swap c d = (s ∘ Equiv.swap c d) ∘ Equiv.swap a b :=
    funext fun i => congrArg s (Equiv.congr_fun hp i)
  simp only [Module.End.mul_apply, bond_apply hab, bond_apply hcd, hs]
  ring

/-- The operator `e_a = 1/2 - 2 S_a · S_(a+1)` on bond `a` of an open chain with
`n` bonds and `n + 1` spins. -/
def chainBond {n : ℕ} (a : Fin n) : Module.End ℂ (State (Fin (n + 1))) :=
  bond a.castSucc a.succ

/-- The Heisenberg Hamiltonian `J ∑ S_a · S_(a+1)` of the open chain with `n` bonds. -/
def heisenberg (J : ℝ) (n : ℕ) : Module.End ℂ (State (Fin (n + 1))) :=
  (J : ℂ) • ∑ a : Fin n, spinDot a.castSucc a.succ

/-- The bond operators of the open spin-1/2 chain satisfy the Temperley-Lieb relations
with loop value 2. -/
theorem temperley_lieb (n : ℕ) :
    (∀ a : Fin n, chainBond a * chainBond a = (2 : ℂ) • chainBond a) ∧
    (∀ a b : Fin n, |((a : ℕ) : ℤ) - ((b : ℕ) : ℤ)| = 1 →
      chainBond a * chainBond b * chainBond a = chainBond a) ∧
    (∀ a b : Fin n, 1 < |((a : ℕ) : ℤ) - ((b : ℕ) : ℤ)| →
      chainBond a * chainBond b = chainBond b * chainBond a) := by
  have ne (a : Fin n) : a.castSucc ≠ a.succ :=
    Fin.ne_of_val_ne (show (a : ℕ) ≠ a + 1 by omega)
  refine ⟨fun a => bond_sq (ne a), fun a b h => ?_, fun a b h => ?_⟩
  · rcases (abs_eq (by norm_num)).1 h with h | h
    · -- bond `b` lies just to the left of bond `a`
      have e : a.castSucc = b.succ := Fin.ext (show (a : ℕ) = b + 1 by omega)
      have na := ne a
      have hne : a.succ ≠ b.castSucc :=
        Fin.ne_of_val_ne (show (a : ℕ) + 1 ≠ b by omega)
      unfold chainBond
      rw [e] at na ⊢
      rw [bond_symm na, bond_symm (ne b)]
      exact bond_mul_bond_mul_bond na.symm (ne b).symm hne
    · -- bond `b` lies just to the right of bond `a`
      have e : b.castSucc = a.succ := Fin.ext (show (b : ℕ) = a + 1 by omega)
      have nb := ne b
      have hne : a.castSucc ≠ b.succ :=
        Fin.ne_of_val_ne (show (a : ℕ) ≠ b + 1 by omega)
      unfold chainBond
      rw [e] at nb ⊢
      exact bond_mul_bond_mul_bond (ne a) nb hne
  · have h' := lt_abs.1 h
    exact bond_commute (ne a) (ne b)
      (Fin.ne_of_val_ne (show (a : ℕ) ≠ b by omega))
      (Fin.ne_of_val_ne (show (a : ℕ) ≠ b + 1 by omega))
      (Fin.ne_of_val_ne (show (a : ℕ) + 1 ≠ b by omega))
      (Fin.ne_of_val_ne (show (a : ℕ) + 1 ≠ b + 1 by omega))

/-- The Heisenberg Hamiltonian is the constant `J n / 4` minus `J / 2` times the sum of
the bond operators `e_a`. -/
theorem heisenberg_eq (J : ℝ) (n : ℕ) :
    heisenberg J n = ((J : ℂ) * n / 4) • 1 - ((J : ℂ) / 2) • ∑ a : Fin n, chainBond a := by
  have h (a : Fin n) : spinDot a.castSucc a.succ
      = (1/4 : ℂ) • 1 - (1/2 : ℂ) • chainBond a := by
    unfold chainBond bond
    module
  simp only [heisenberg, h, Finset.sum_sub_distrib, Finset.sum_const, Finset.card_univ,
    Fintype.card_fin, ← Finset.smul_sum, ← Nat.cast_smul_eq_nsmul ℂ]
  module

end

end HeisenbergTemperleyLieb
```

```lean
#print axioms HeisenbergTemperleyLieb.temperley_lieb
-- 'HeisenbergTemperleyLieb.temperley_lieb' depends on axioms: [propext, Classical.choice, Quot.sound]
#print axioms HeisenbergTemperleyLieb.heisenberg_eq
-- 'HeisenbergTemperleyLieb.heisenberg_eq' depends on axioms: [propext, Classical.choice, Quot.sound]
```

## From spin matrices to exchanged configurations

`two_spin_exchange` is the two-spin calculation. `fin_cases` splits it into the four pairs of spin values, and the matrix entries together with $i^2=-1$ settle each one. `spinDot_apply` carries the result to two distinct sites of any system of spins-1/2. Its equations `h1` and `h2` say that rewriting the two site values either restores the configuration or exchanges them.

`bond_apply` then puts $e_{ab}=1-P$ in terms of amplitudes: the new amplitude at `s` is `ψ s - ψ (s ∘ Equiv.swap a b)`. After this lemma the spin matrices play no further part in the Temperley–Lieb relations. For `bond_sq`, exchanging twice restores `s`, and `ring` collects the terms.

## Composition with `Equiv.swap`

The proof turns on writing an exchange as composition. `Equiv.swap a b` is the permutation of sites that interchanges `a` and `b`, and `s ∘ Equiv.swap a b` reads the configuration `s` through it. A product of bond operators becomes a signed sum of amplitudes at configurations such as `(s ∘ Equiv.swap a b) ∘ Equiv.swap b c`. The leftmost operator contributes the first exchange applied to `s`.

The lemma `comp_swap_eq` supplies the cancellations: if `s a = s b`, then `s ∘ Equiv.swap a b = s`. In `bond_mul_bond_mul_bond`, the statement `pigeon` says that two of any three elements of `Fin 2` agree, and `decide` proves it by checking all the cases. The three branches are the three cases of the derivation by hand. In each, `comp_swap_eq` identifies configurations that look different but are equal, and `ring` finishes by treating the remaining amplitudes as unknown numbers. Lean compares the two sides of the relation directly, without first collecting the six-term antisymmetric sum.

For `bond_commute`, the equation `hp` states that the two disjoint site permutations commute. Composing `s` with both sides gives equal configurations, and the amplitudes match.

## Placing the bonds on the chain

In `temperley_lieb`, the square relation follows at once from `bond_sq`. For neighbouring bonds, $|a-b|=1$ leaves two possibilities. If `b` lies to the right of `a`, the shared site already stands in the middle, as the three-site lemma requires. If `b` lies to the left, `bond_symm` first reverses the order of the sites in both bonds. For distant bonds, `omega` derives the four inequalities between sites that `bond_commute` needs.

Finally, `heisenberg_eq` solves the definition of `bond` for the scalar product and sums over the `n` bonds. The tactic `module` handles the linear arithmetic with operators and scalar coefficients.
